# Raising a symmetric matrix in the semidefinite order never lowers its eigenvalue count above a fixed threshold, but can lower its largest-gap count

## Matrices, orbitals and the semidefinite order

Let $M$ and $M'$ be real square matrices whose rows and columns are labelled by a finite set `n` with $N$ elements. The physical case in mind is an embedding calculation in which a region of atoms $A$ is treated as active. Take a fixed set of $N$ orthonormal occupied orbitals, expanded in orthonormal basis functions that are each assigned to one atom, and let $v_\mu\in\mathbb R^N$ collect the coefficients of basis function $\mu$ in these orbitals. Then

$$M=\sum_{\mu\in A}v_\mu v_\mu^{T},\qquad x^{T}Mx=\sum_{\mu\in A}(v_\mu\cdot x)^2 ,$$

so for a normalised combination $x$ of the occupied orbitals, $x^TMx$ is its weight on the active region.

```lean
import Mathlib

open Matrix Finset

namespace ActiveOrbitalCount

noncomputable section

variable {n : Type*} [Fintype n] [DecidableEq n]
```

Adding atoms to $A$, with the orbitals and the basis held fixed, adds squares to this form. The new matrix $M'$ therefore satisfies $x^TMx\le x^TM'x$ for every $x$, which is written $M\preceq M'$. The formal development takes this inequality as its hypothesis and does not construct $M$ from a molecule. In Lean, `*ᵥ` is a matrix acting on a vector and `⬝ᵥ` is the dot product.

```lean
/-- The semidefinite order on real symmetric matrices: the quadratic form of `M` nowhere
exceeds that of `M'`. -/
def SemidefLE (M M' : Matrix n n ℝ) : Prop :=
  ∀ x : n → ℝ, x ⬝ᵥ M *ᵥ x ≤ x ⬝ᵥ M' *ᵥ x
```

An eigensystem of $M$ consists of a matrix $U$ and numbers $e_i$ with

$$U^TU=1,\qquad MU=U\,\mathrm{diag}(e).$$

The columns of $U$ are orthonormal eigenvectors, here called the orbitals of $M$, and $e_i$ is the eigenvalue of column $i$. No ordering of the eigenvalues is required at this stage.

```lean
/-- The columns of `U` are orthonormal eigenvectors (orbitals) of `M`, with eigenvalues `e`. -/
def IsEigensystem (M U : Matrix n n ℝ) (e : n → ℝ) : Prop :=
  Uᵀ * U = 1 ∧ M * U = U * diagonal e
```

## Two rules for the number of active orbitals

The threshold rule fixes a real number $t$ and counts the indices $i$ with $t<e_i$. The inequality is strict, so an eigenvalue equal to $t$ counts as inactive, and a degenerate eigenvalue is counted with its multiplicity.

```lean
/-- The number of active orbitals: those whose eigenvalue lies above the threshold `t`. -/
def activeCount (e : n → ℝ) (t : ℝ) : ℕ :=
  (univ.filter fun i => t < e i).card
```

The largest-gap rule lists the eigenvalues in decreasing order, $e_0\ge e_1\ge\dots\ge e_m$ with $N=m+1$, and looks at the $m$ gaps $e_i-e_{i+1}$. If the gap at $i=j$ is strictly larger than all the others, the rule keeps the $j+1$ orbitals above it. In the definition, `i.castSucc` and `i.succ` are the positions $i$ and $i+1$ in the list, and `Antitone e` is the decreasing order.

With this convention a tie for the largest gap selects nothing, and neither does a single orbital, which has no gap. With two orbitals the only gap is always selected, even if it is zero. The rule never selects zero orbitals or all of them.

```lean
/-- The largest-gap rule selects `k` orbitals of `M`: with the eigenvalues in decreasing order,
the gap after the `k`-th one is strictly larger than every other consecutive gap. -/
def GapSelects {m : ℕ} (M : Matrix (Fin (m + 1)) (Fin (m + 1)) ℝ) (k : ℕ) : Prop :=
  ∃ U e, IsEigensystem M U e ∧ Antitone e ∧ ∃ j : Fin m, (j : ℕ) + 1 = k ∧
    ∀ i, i ≠ j → e i.castSucc - e i.succ < e j.castSucc - e j.succ
```

## The quadratic form in orbital components

Let $c=U^Tx$ be the components of $x$ on the orbitals of $M$; Lean writes this vector as `x ᵥ* U`. Since $U$ is square, $U^TU=1$ implies $UU^T=1$, and hence $Uc=UU^Tx=x$. The step from one product to the other is `mul_eq_one_comm`.

```lean
/-- A vector is recovered from its components on the orbitals of an eigensystem. -/
theorem orbital_expansion {M U : Matrix n n ℝ} {e : n → ℝ} (h : IsEigensystem M U e)
    (x : n → ℝ) : U *ᵥ (x ᵥ* U) = x := by
  rw [← mulVec_transpose, mulVec_mulVec, mul_eq_one_comm.mp h.1, one_mulVec]
```

Inserting $x=Uc$ and using $MU=U\,\mathrm{diag}(e)$ gives

$$x^TMx=x^TU\,\mathrm{diag}(e)\,c=\sum_i e_ic_i^2,\qquad x^Tx=x^TUc=\sum_i c_i^2 .$$

Subtracting $t$ times the second equation from the first,

$$x^TMx-t\,x^Tx=\sum_i(e_i-t)\,c_i^2 .$$

Active orbitals thus contribute nonnegative terms and inactive orbitals contribute nonpositive ones. In the proof, `h1` and `h2` are the two separate expansions, and the last lines combine them term by term.

```lean
/-- The quadratic form of `M`, measured from the threshold `t`, is the sum of the squared
orbital components weighted by the eigenvalues measured from `t`. -/
theorem shifted_form {M U : Matrix n n ℝ} {e : n → ℝ} (h : IsEigensystem M U e)
    (t : ℝ) (x : n → ℝ) :
    x ⬝ᵥ M *ᵥ x - t * (x ⬝ᵥ x) = ∑ i, (e i - t) * (x ᵥ* U) i ^ 2 := by
  have hx := orbital_expansion h x
  have hMx : M *ᵥ x = U *ᵥ (diagonal e *ᵥ (x ᵥ* U)) := by
    calc M *ᵥ x = M *ᵥ (U *ᵥ (x ᵥ* U)) := by rw [hx]
      _ = (U * diagonal e) *ᵥ (x ᵥ* U) := by rw [mulVec_mulVec, h.2]
      _ = U *ᵥ (diagonal e *ᵥ (x ᵥ* U)) := (mulVec_mulVec _ _ _).symm
  have h1 : x ⬝ᵥ M *ᵥ x = ∑ i, e i * (x ᵥ* U) i ^ 2 := by
    rw [hMx, Matrix.dotProduct_mulVec]
    simp only [dotProduct, mulVec_diagonal]
    exact sum_congr rfl fun i _ => by ring
  have h2 : x ⬝ᵥ x = ∑ i, (x ᵥ* U) i ^ 2 := by
    calc x ⬝ᵥ x = x ⬝ᵥ U *ᵥ (x ᵥ* U) := by rw [hx]
      _ = ∑ i, (x ᵥ* U) i ^ 2 := by
        rw [Matrix.dotProduct_mulVec]
        simp only [dotProduct, sq]
  rw [h1, h2, mul_sum, ← sum_sub_distrib]
  exact sum_congr rfl fun i _ => by ring
```

## The threshold count cannot decrease

Let $M\preceq M'$, with eigensystems $(U,e)$ and $(U',e')$, and let $a$ and $a'$ be their active counts at the same $t$. Write $c'=U'^Tx$. Consider the linear map $f$ that sends $x$ to two lists of components: those $c_i$ with $e_i\le t$, and those $c'_j$ with $e'_j>t$. Its target has dimension $(N-a)+a'$.

The map is injective. If $f(x)=0$, the surviving terms for $M$ are all nonnegative and those for $M'$ are all nonpositive, so

$$0\le\sum_i(e_i-t)c_i^2=x^TMx-t\,x^Tx\le x^TM'x-t\,x^Tx=\sum_j(e'_j-t)c_j'^2\le 0 .$$

The first sum is therefore zero, and since its terms are nonnegative, each of them vanishes. For $e_i>t$ this forces $c_i=0$; for $e_i\le t$ the component was zero already. Hence $c=0$ and $x=Uc=0$.

An injective linear map cannot lower the dimension, so $N\le(N-a)+a'$, which is $a\le a'$.

The Lean proof has the same layout. The facts `hpos` and `hneg` give the signs of the two sums, `hzero` is the squeeze between them, and `hc` says that all components vanish. The dimension comparison is `LinearMap.finrank_le_finrank_of_injective`, after which `omega` does the arithmetic, using `hs` for $a\le N$.

```lean
/-- If `M ≤ M'` in the semidefinite order, then for any eigensystems of the two matrices the
number of eigenvalues above a fixed threshold does not decrease from `M` to `M'`. -/
theorem activeCount_mono {M M' U U' : Matrix n n ℝ} {e e' : n → ℝ}
    (hle : SemidefLE M M') (h : IsEigensystem M U e) (h' : IsEigensystem M' U' e') (t : ℝ) :
    activeCount e t ≤ activeCount e' t := by
  -- components on the inactive orbitals of `M` and on the active orbitals of `M'`
  let f : (n → ℝ) →ₗ[ℝ] ({i // ¬ t < e i} → ℝ) × ({j // t < e' j} → ℝ) :=
    { toFun := fun x => (fun i => (x ᵥ* U) i.1, fun j => (x ᵥ* U') j.1)
      map_add' := fun x y => by ext i <;> simp [add_vecMul]
      map_smul' := fun a x => by ext i <;> simp [smul_vecMul] }
  have hf : Function.Injective f := by
    rw [injective_iff_map_eq_zero]
    intro x hx
    have hin : ∀ i, ¬ t < e i → (x ᵥ* U) i = 0 := fun i hi =>
      congrFun (congrArg Prod.fst hx) ⟨i, hi⟩
    have hact : ∀ j, t < e' j → (x ᵥ* U') j = 0 := fun j hj =>
      congrFun (congrArg Prod.snd hx) ⟨j, hj⟩
    have hpos : ∀ i ∈ univ, 0 ≤ (e i - t) * (x ᵥ* U) i ^ 2 := by
      intro i _
      by_cases hi : t < e i
      · exact mul_nonneg (by linarith) (sq_nonneg _)
      · simp [hin i hi]
    have hneg : ∑ j, (e' j - t) * (x ᵥ* U') j ^ 2 ≤ 0 := by
      apply sum_nonpos
      intro j _
      by_cases hj : t < e' j
      · simp [hact j hj]
      · exact mul_nonpos_of_nonpos_of_nonneg (by linarith) (sq_nonneg _)
    -- the order squeezes the form of `M` to zero
    have hzero : ∑ i, (e i - t) * (x ᵥ* U) i ^ 2 = 0 := by
      apply le_antisymm _ (sum_nonneg hpos)
      rw [← shifted_form h' t x] at hneg
      rw [← shifted_form h t x]
      linarith [hle x]
    have hc : x ᵥ* U = 0 := by
      funext i
      by_cases hi : t < e i
      · have hi0 := (sum_eq_zero_iff_of_nonneg hpos).mp hzero i (mem_univ i)
        rcases mul_eq_zero.mp hi0 with h0 | h0
        · linarith
        · exact pow_eq_zero_iff two_ne_zero |>.mp h0
      · exact hin i hi
    rw [← orbital_expansion h x, hc, mulVec_zero]
  -- compare dimensions
  have hd := LinearMap.finrank_le_finrank_of_injective hf
  rw [Module.finrank_prod, Module.finrank_fintype_fun_eq_card,
    Module.finrank_fintype_fun_eq_card, Module.finrank_fintype_fun_eq_card,
    Fintype.card_subtype_compl] at hd
  have hs := Fintype.card_subtype_le fun i => t < e i
  rw [Fintype.card_subtype] at hs
  rw [Fintype.card_subtype, Fintype.card_subtype] at hd
  unfold activeCount
  omega
```

This statement takes the eigensystems as given. The spectral theorem supplies one for every real symmetric matrix: Mathlib's `eigenvectorUnitary` plays the part of $U$ and `eigenvalues` that of $e$. For real matrices `IsHermitian` means symmetric, and the conjugate transpose is the ordinary transpose. The two parts of the proof check orthonormality and then the eigenvalue equation, entry by entry.

```lean
/-- Every real symmetric matrix has an eigensystem. -/
theorem eigensystem_of_symmetric {M : Matrix n n ℝ} (hM : M.IsHermitian) :
    IsEigensystem M (hM.eigenvectorUnitary : Matrix n n ℝ) hM.eigenvalues := by
  constructor
  · have h := Matrix.mem_unitaryGroup_iff'.mp hM.eigenvectorUnitary.2
    rw [star_eq_conjTranspose, conjTranspose_eq_transpose_of_trivial] at h
    exact h
  · ext i j
    have h := congrFun (hM.mulVec_eigenvectorBasis j) i
    rw [mul_diagonal, mul_comm]
    exact h
```

Combining the last two results gives the threshold statement with symmetry and the order as its only hypotheses: if $M$ and $M'$ are real symmetric and $M\preceq M'$, then for every real $t$ the matrix $M'$ has at least as many eigenvalues above $t$ as $M$.

For embedding calculations this means that, with the occupied orbitals, the orthonormal basis and the threshold held fixed, enlarging the active region never reduces the number of active orbitals selected by the threshold. The inequality concerns numbers only; it does not say that the old active orbitals lie in the span of the new ones.

```lean
/-- For real symmetric `M ≤ M'` in the semidefinite order, the number of eigenvalues above any
fixed threshold, counted with multiplicity, does not decrease from `M` to `M'`. -/
theorem threshold_count_mono {M M' : Matrix n n ℝ} (hM : M.IsHermitian)
    (hM' : M'.IsHermitian) (hle : SemidefLE M M') (t : ℝ) :
    activeCount hM.eigenvalues t ≤ activeCount hM'.eigenvalues t :=
  activeCount_mono hle (eigensystem_of_symmetric hM) (eigensystem_of_symmetric hM') t
```

## Each ordered eigenvalue rises or stays

Now let both spectra be listed in decreasing order, with positions $0,\dots,N-1$. Then $e_k\le e'_k$ for every $k$, which is Weyl's monotonicity of eigenvalues.

Suppose instead that $e'_k<e_k$, and count at the threshold $t=e'_k$. For $i\le k$ we have $e_i\ge e_k>t$, so $M$ has at least $k+1$ eigenvalues above $t$. If $e'_i>e'_k$, the ordering requires $i<k$, so $M'$ has at most $k$. The threshold result would then give $k+1\le k$, a contradiction. In Lean, `Iic k` and `Iio k` are the sets of positions $i\le k$ and $i<k$, and `h1`, `h2` and `h3` are the three inequalities.

```lean
/-- Weyl monotonicity: if `M ≤ M'` in the semidefinite order and both spectra are listed in
decreasing order, each eigenvalue of `M` is at most the corresponding one of `M'`. -/
theorem ordered_eigenvalue_mono {N : ℕ} {M M' U U' : Matrix (Fin N) (Fin N) ℝ}
    {e e' : Fin N → ℝ} (hle : SemidefLE M M') (h : IsEigensystem M U e)
    (h' : IsEigensystem M' U' e') (he : Antitone e) (he' : Antitone e') (k : Fin N) :
    e k ≤ e' k := by
  by_contra hk
  have hk := lt_of_not_ge hk
  -- at the threshold `e' k`, `M` has more than `k` eigenvalues above and `M'` at most `k`
  have h1 : (Iic k).card ≤ activeCount e (e' k) := card_le_card fun i hi =>
    mem_filter.mpr ⟨mem_univ i, lt_of_lt_of_le hk (he (mem_Iic.mp hi))⟩
  have h2 : activeCount e' (e' k) ≤ (Iio k).card := card_le_card fun i hi =>
    mem_Iio.mpr (lt_of_not_ge fun hki => not_lt_of_ge (he' hki) (mem_filter.mp hi).2)
  have h3 := activeCount_mono hle h h' (e' k)
  rw [Fin.card_Iic] at h1
  rw [Fin.card_Iio] at h2
  omega
```

## The gap rule gives at most one answer

`GapSelects` asks only that some ordered eigensystem exist with a strictly largest gap in the right place. Eigenvectors are not unique, so one has to check that a different choice cannot lead to a different count.

Take two ordered eigensystems of the same $M$, with eigenvalues $e$ and $e'$. Since $M\preceq M$, the previous result applies in both directions and gives $e_i\le e'_i\le e_i$, so the lists agree. If the selected gaps sat at different positions $j\ne j'$, each would be strictly larger than the other, which is impossible. The selected number is therefore a property of the matrix.

```lean
/-- The largest-gap rule selects at most one number of orbitals for a given matrix. -/
theorem gapSelects_unique {m k l : ℕ} {M : Matrix (Fin (m + 1)) (Fin (m + 1)) ℝ}
    (hk : GapSelects M k) (hl : GapSelects M l) : k = l := by
  obtain ⟨U, e, h, he, j, rfl, hj⟩ := hk
  obtain ⟨U', e', h', he', j', rfl, hj'⟩ := hl
  have hee : e = e' := funext fun i => le_antisymm
    (ordered_eigenvalue_mono (fun _ => le_rfl) h h' he he' i)
    (ordered_eigenvalue_mono (fun _ => le_rfl) h' h he' he i)
  subst hee
  by_contra hne
  have hjj : j ≠ j' := fun hh => hne (by rw [hh])
  exact lt_asymm (hj j' hjj.symm) (hj' j hjj)
```

## Three orbitals for which the gap count falls

Let

$$M=\mathrm{diag}\left(\tfrac35,\tfrac12,0\right),\qquad M'=\mathrm{diag}\left(1,\tfrac12,\tfrac25\right).$$

The order holds because

$$x^TM'x-x^TMx=\tfrac25x_0^2+\tfrac25x_2^2\ge0 .$$

Both diagonals are already in decreasing order, and the identity matrix serves as $U$ for each. The gaps are

| | $e_0-e_1$ | $e_1-e_2$ | orbitals selected |
|---|---|---|---|
| $M$ | $1/10$ | $1/2$ | 2 |
| $M'$ | $1/2$ | $1/10$ | 1 |

No eigenvalue has gone down, yet the selected number falls from 2 to 1. The gap rule looks at differences: the rise of the lowest eigenvalue narrows the lower gap, while the rise of the highest one widens the upper gap. A fixed threshold of $3/10$, by comparison, gives 2 for $M$ and 3 for $M'$. The gap rule can also be applied to the square roots of the eigenvalues, which in the embedding case are the singular values of the matrix with rows $v_\mu^T$, $\mu\in A$. The two versions can differ in general, but here the gaps become about $0.07$ and $0.71$ for $M$ and $0.29$ and $0.07$ for $M'$, so the selected numbers are again 2 and 1.

In a series of calculations with growing active regions, a drop in the gap-selected number is thus compatible with the semidefinite order, as this three-orbital matrix example shows; whether it occurs for a particular molecule depends on that molecule's spectra.

The formal theorem joins three assertions: the order, the selection of 2 for $M$, and the selection of 1 for $M'$. The setting `m := 2` means three orbitals. The opening `refine` supplies the identity matrix, the eigenvalues and the gap position, which is 1 for $M$ and 0 for $M'$. What remains is the order, the decreasing arrangement of each list and the comparison of the gaps, all settled by numerical inequalities between the entries.

```lean
/-- The largest-gap rule is not monotone: `diag(3/5, 1/2, 0) ≤ diag(1, 1/2, 2/5)` in the
semidefinite order, but the rule selects two orbitals for the first and one for the second. -/
theorem gap_rule_not_monotone :
    SemidefLE (diagonal ![(3 / 5 : ℝ), 1 / 2, 0]) (diagonal ![(1 : ℝ), 1 / 2, 2 / 5]) ∧
    GapSelects (m := 2) (diagonal ![(3 / 5 : ℝ), 1 / 2, 0]) 2 ∧
    GapSelects (m := 2) (diagonal ![(1 : ℝ), 1 / 2, 2 / 5]) 1 := by
  refine ⟨?_, ⟨1, ![(3 / 5 : ℝ), 1 / 2, 0], ⟨by simp, by simp⟩, ?_, 1, rfl, ?_⟩,
    ⟨1, ![(1 : ℝ), 1 / 2, 2 / 5], ⟨by simp, by simp⟩, ?_, 0, rfl, ?_⟩⟩
  · intro x
    have hd : ∀ i, ![(3 / 5 : ℝ), 1 / 2, 0] i ≤ ![(1 : ℝ), 1 / 2, 2 / 5] i := by
      intro i
      fin_cases i
      · change (3 / 5 : ℝ) ≤ 1; norm_num
      · exact le_refl (1 / 2 : ℝ)
      · change (0 : ℝ) ≤ 2 / 5; norm_num
    simp only [dotProduct, mulVec_diagonal]
    apply sum_le_sum
    intro i _
    nlinarith [mul_le_mul_of_nonneg_right (hd i) (mul_self_nonneg (x i))]
  · rw [Fin.antitone_iff_succ_le]
    intro i
    fin_cases i
    · change (1 / 2 : ℝ) ≤ 3 / 5; norm_num
    · change (0 : ℝ) ≤ 1 / 2; norm_num
  · intro i hi
    fin_cases i
    · change (3 / 5 : ℝ) - 1 / 2 < 1 / 2 - 0; norm_num
    · exact absurd rfl hi
  · rw [Fin.antitone_iff_succ_le]
    intro i
    fin_cases i
    · change (1 / 2 : ℝ) ≤ 1; norm_num
    · change (2 / 5 : ℝ) ≤ 1 / 2; norm_num
  · intro i hi
    fin_cases i
    · exact absurd rfl hi
    · change (1 / 2 : ℝ) - 2 / 5 < 1 - 1 / 2; norm_num

end

end ActiveOrbitalCount
```

```lean
#print axioms ActiveOrbitalCount.threshold_count_mono
#print axioms ActiveOrbitalCount.gapSelects_unique
#print axioms ActiveOrbitalCount.gap_rule_not_monotone
```

```
'ActiveOrbitalCount.threshold_count_mono' depends on axioms: [propext, Classical.choice, Quot.sound]
'ActiveOrbitalCount.gapSelects_unique' depends on axioms: [propext, Classical.choice, Quot.sound]
'ActiveOrbitalCount.gap_rule_not_monotone' depends on axioms: [propext, Classical.choice, Quot.sound]
```
